# The Best Closed-Shell Overlap with a Two-Electron Singlet Is Not Improved by Different Orbitals for Different Spins

## A stretched bond and two kinds of determinant

When the bond of H₂ is stretched, a determinant with both electrons in the bonding orbital describes the singlet ground state poorly. An unrestricted calculation then puts the spin-up electron in an orbital on one atom and the spin-down electron in an orbital on the other, and the energy of the determinant goes down. Does the extra freedom also raise the largest overlap that a determinant can have with the exact state?

For two electrons in a finite orbital basis it does not: the largest overlap with a singlet is already reached by a closed-shell determinant. This bears on the choice of a coupled-cluster reference for such a two-electron model, because in intermediate normalisation the exact state is divided by its overlap with the reference.

## From spin orbitals to a matrix

Take a finite orthonormal basis of spatial orbitals, labelled by $i$ and $j$. An orbital $u$ has coefficients $u_i$, real or complex, and squared norm $\|u\|^2=\sum_i|u_i|^2$. With $\alpha$ for spin up and $\beta$ for spin down, a two-electron singlet is

$$\Psi=\tfrac1{\sqrt2}\,C_{ij}\,(\alpha\beta-\beta\alpha),\qquad C_{ij}=C_{ji}.$$

The spin function is odd under exchange of the electrons, so the Pauli principle makes the matrix $C$ symmetric. The state is normalised when $\sum_{ij}|C_{ij}|^2=1$, which the argument does not need.

The determinant $\Phi_{uv}$ with spin up in $u$ and spin down in $v$ has the up-down component $u_iv_j/\sqrt2$ and the down-up component $-v_iu_j/\sqrt2$. It is normalised whenever $u$ and $v$ are, even if they are not orthogonal. Define the spatial overlap

$$B(u,v)=\sum_{ij}\overline{u_i}\,C_{ij}\,\overline{v_j}.$$

For real orbitals this is $\langle u,Cv\rangle$. Summing over both spin components gives

$$\langle\Phi_{uv}|\Psi\rangle=\tfrac12\big[B(u,v)+B(v,u)\big]=B(u,v),$$

where the last step uses $C_{ij}=C_{ji}$.

## The bound by polarisation

Suppose that $|B(w,w)|\le m$ for every normalised $w$. The claim is that $|B(u,v)|\le m$ for all normalised $u$ and $v$.

First remove the normalisation from the assumption. If $x\neq0$, choose $c=1/\|x\|$. Then $cx$ is normalised and $B(cx,cx)=\bar c^{\,2}B(x,x)$, so

$$|B(x,x)|\le m\,\|x\|^2.$$

For $x=0$ both sides vanish.

Next, expand the closed-shell overlaps of $u+v$ and $u-v$. The terms $B(u,u)$ and $B(v,v)$ cancel in the difference, which leaves

$$B(u+v,u+v)-B(u-v,u-v)=2B(u,v)+2B(v,u)=4B(u,v).$$

The triangle inequality, the rescaled bound and the parallelogram law now give

$$4|B(u,v)|\le m\big(\|u+v\|^2+\|u-v\|^2\big)=m\big(2\|u\|^2+2\|v\|^2\big)=4m.$$

Finally, the normalised orbitals form a closed and bounded set in a finite-dimensional space, and $|B(w,w)|$ is continuous on it. If the basis has at least one orbital, the maximum is therefore attained at some $w$. Taking $m=|B(w,w)|$ in the bound shows that this closed-shell determinant does at least as well as every $\Phi_{uv}$.

## A two-orbital instance

Number the bonding and antibonding orbitals 0 and 1, and let $C=\mathrm{diag}(0.8,-0.6)$, which is normalised. For a normalised $w$,

$$|B(w,w)|\le0.8\,|w_0|^2+0.6\,|w_1|^2\le0.8,$$

with equality for $w=(1,0)$. So $m=0.8$.

The localised pair $u=(1,1)/\sqrt2$, $v=(1,-1)/\sqrt2$ has overlap $B(u,v)=\tfrac12(0.8+0.6)=0.7$. This is far better than the closed-shell value $B(u,u)=0.1$, but it remains below the best closed-shell value. In the polarisation formula, $u+v=(\sqrt2,0)$ and $u-v=(0,\sqrt2)$ contribute $1.6-(-1.2)=2.8=4\times0.7$.

## An antisymmetric matrix breaks the spatial bound

Let

$$C=\begin{pmatrix}0&1\\-1&0\end{pmatrix}.$$

For real $w$ we have $B(w,w)=w_0w_1-w_1w_0=0$, so the assumption holds with $m=0$. Yet $u=(1,0)$ and $v=(0,1)$ give $B(u,v)=1$. The polarisation step fails because $B(u,v)$ and $B(v,u)$ now have opposite signs.

The example concerns the spatial overlap $B$. An antisymmetric $C$ multiplied by the singlet spin function is not an allowed electronic state, and in the spin-summed overlap the two terms would cancel.

## The statements in Lean

The type `n` labels the basis orbitals, and `𝕜` with `RCLike 𝕜` stands for the real or the complex numbers, so each general theorem covers both cases. An orbital is a function `n → 𝕜`, `weight u` is $\|u\|^2$, and `pairOverlap C u v` is $B(u,v)$. The condition `C.IsSymm` means $C_{ij}=C_{ji}$ without complex conjugation, as the exchange of two electrons requires.

A spin-orbital label is a pair in `n × Bool`, with `true` for spin up. `slaterDet` and `singletState` are the two wavefunctions above, each with its factor $1/\sqrt2$, and `detOverlap` sums the complex conjugate of the first times the second over the space and spin labels of both electrons.

- `different_orbitals_never_improve` says that, for symmetric `C`, a bound `m` on the modulus of the overlap for all closed-shell determinants with a normalised orbital also holds for any normalised `u` and `v`.
- `exists_optimal_closedShell` says that, for a nonempty basis, some normalised `w` gives an overlap at least as large in modulus as every such pair.
- `antisymmetric_counterexample` records the real two-dimensional example for `pairOverlap`.

The competing determinants have one electron of each spin; spin orbitals that mix up and down are not considered. The theorems compare overlaps and not energies, so the best closed-shell orbital need not be the Hartree–Fock orbital. They also do not say that it is unique.

```lean
import Mathlib

open Finset

namespace TwoElectronOptimalReference

noncomputable section

variable {𝕜 : Type*} [RCLike 𝕜] {n : Type*} [Fintype n]

/-- The squared norm of an orbital with coefficients `u` in an orthonormal basis. -/
def weight (u : n → 𝕜) : ℝ := ∑ i, ‖u i‖ ^ 2

/-- The overlap of the orbital product `u(1) v(2)` with the spatial pair function
whose amplitudes are `C i j`. -/
def pairOverlap (C : Matrix n n 𝕜) (u v : n → 𝕜) : 𝕜 :=
  ∑ i, ∑ j, star (u i) * C i j * star (v j)

/-- The normalisation factor `1/√2` of a two-electron determinant. -/
def spinNorm (𝕜 : Type*) [RCLike 𝕜] : 𝕜 := (((Real.sqrt 2)⁻¹ : ℝ) : 𝕜)

/-- The spin orbital with spatial part `u` and spin `s` (`true` is up, `false` is down). -/
def spinOrbital (s : Bool) (u : n → 𝕜) (p : n × Bool) : 𝕜 :=
  if p.2 = s then u p.1 else 0

/-- The Slater determinant with a spin-up electron in `u` and a spin-down electron in `v`. -/
def slaterDet (u v : n → 𝕜) (p q : n × Bool) : 𝕜 :=
  spinNorm 𝕜 * (spinOrbital true u p * spinOrbital false v q
    - spinOrbital false v p * spinOrbital true u q)

/-- The unnormalised singlet spin function: up-down minus down-up. -/
def singletSpin (𝕜 : Type*) [RCLike 𝕜] : Bool → Bool → 𝕜
  | true, false => 1
  | false, true => -1
  | true, true => 0
  | false, false => 0

/-- The two-electron state with spatial amplitudes `C` and singlet spin function. -/
def singletState (C : Matrix n n 𝕜) (p q : n × Bool) : 𝕜 :=
  spinNorm 𝕜 * (C p.1 q.1 * singletSpin 𝕜 p.2 q.2)

/-- The overlap of the determinant built from `u` and `v` with the singlet state of `C`,
summed over the space and spin labels of both electrons. -/
def detOverlap (C : Matrix n n 𝕜) (u v : n → 𝕜) : 𝕜 :=
  ∑ p, ∑ q, star (slaterDet u v p q) * singletState C p q

/-- For a symmetric pair function, exchanging the two orbitals leaves the overlap unchanged. -/
theorem pairOverlap_swap {C : Matrix n n 𝕜} (hC : C.IsSymm) (u v : n → 𝕜) :
    pairOverlap C u v = pairOverlap C v u := by
  unfold pairOverlap
  rw [Finset.sum_comm]
  refine sum_congr rfl fun j _ => sum_congr rfl fun i _ => ?_
  rw [hC.apply j i]
  ring

/-- The overlap of a determinant with a singlet state equals the spatial overlap of its
two orbitals with the pair function. -/
theorem detOverlap_eq_pairOverlap {C : Matrix n n 𝕜} (hC : C.IsSymm) (u v : n → 𝕜) :
    detOverlap C u v = pairOverlap C u v := by
  have hstar : star (spinNorm 𝕜) = spinNorm 𝕜 := RCLike.conj_ofReal _
  have hs : spinNorm 𝕜 * spinNorm 𝕜 = 1 / 2 := by
    have h2 : (Real.sqrt 2)⁻¹ * (Real.sqrt 2)⁻¹ = (1 / 2 : ℝ) := by
      rw [← mul_inv, Real.mul_self_sqrt (by norm_num)]
      norm_num
    unfold spinNorm
    rw [← RCLike.ofReal_mul, h2]
    simp
    exact map_ofNat (algebraMap ℝ 𝕜) 2
  -- only the up-down and down-up spin components survive
  have key : detOverlap C u v = 1 / 2 * (pairOverlap C u v + pairOverlap C v u) := by
    simp only [detOverlap, pairOverlap, Fintype.sum_prod_type, Fintype.sum_bool,
      ← Finset.sum_add_distrib, Finset.mul_sum]
    refine sum_congr rfl fun i _ => sum_congr rfl fun j _ => ?_
    simp only [slaterDet, spinOrbital, singletState, singletSpin, star_mul',
      star_neg, star_zero, hstar, eq_self, Bool.true_eq_false, Bool.false_eq_true, if_true, if_false,
      mul_zero, zero_mul, sub_zero, zero_sub, add_zero, zero_add, mul_one]
    linear_combination (star (u i) * C i j * star (v j)
      + star (v i) * C i j * star (u j)) * hs
  rw [key, pairOverlap_swap hC v u]
  ring

/-- Polarisation: for a symmetric pair function, four times the overlap with the orbitals `u` and
`v` is the closed-shell overlap of `u + v` minus that of `u - v`. -/
theorem pairOverlap_polarization {C : Matrix n n 𝕜} (hC : C.IsSymm) (u v : n → 𝕜) :
    4 * pairOverlap C u v
      = pairOverlap C (u + v) (u + v) - pairOverlap C (u - v) (u - v) := by
  have h : pairOverlap C (u + v) (u + v) - pairOverlap C (u - v) (u - v)
      = 2 * pairOverlap C u v + 2 * pairOverlap C v u := by
    simp only [pairOverlap, Finset.mul_sum, ← Finset.sum_sub_distrib,
      ← Finset.sum_add_distrib]
    refine sum_congr rfl fun i _ => sum_congr rfl fun j _ => ?_
    simp only [Pi.add_apply, Pi.sub_apply, star_add, star_sub]
    ring
  rw [h, pairOverlap_swap hC v u]
  ring

/-- A bound on closed-shell overlaps for normalised orbitals extends to every orbital,
with the squared norm as a factor. -/
theorem closedShell_bound {C : Matrix n n 𝕜} {m : ℝ}
    (h : ∀ w : n → 𝕜, weight w = 1 → ‖pairOverlap C w w‖ ≤ m) (x : n → 𝕜) :
    ‖pairOverlap C x x‖ ≤ m * weight x := by
  have hnn : 0 ≤ weight x := sum_nonneg fun i _ => sq_nonneg ‖x i‖
  rcases hnn.eq_or_lt with h0 | hpos
  · have h1 : ∑ i, ‖x i‖ ^ 2 = 0 := h0.symm
    have hx : x = 0 := by
      funext i
      have h2 := (sum_eq_zero_iff_of_nonneg (fun i _ => sq_nonneg ‖x i‖)).1 h1 i (mem_univ i)
      simpa using h2
    subst hx
    simp [pairOverlap, weight]
  · -- normalise the orbital and scale back
    obtain ⟨c, hc⟩ : ∃ c : 𝕜, ‖c‖ ^ 2 = (weight x)⁻¹ :=
      ⟨(((Real.sqrt (weight x))⁻¹ : ℝ) : 𝕜), by
        rw [RCLike.norm_ofReal, sq_abs, inv_pow, Real.sq_sqrt hpos.le]⟩
    have hw : weight (c • x) = ‖c‖ ^ 2 * weight x := by
      simp only [weight, Pi.smul_apply, smul_eq_mul, norm_mul, mul_pow, Finset.mul_sum]
    have ho : pairOverlap C (c • x) (c • x) = star c ^ 2 * pairOverlap C x x := by
      simp only [pairOverlap, Finset.mul_sum]
      refine sum_congr rfl fun i _ => sum_congr rfl fun j _ => ?_
      simp only [Pi.smul_apply, smul_eq_mul, star_mul']
      ring
    have h1 := h (c • x) (by rw [hw, hc, inv_mul_cancel₀ hpos.ne'])
    rw [ho, norm_mul, norm_pow, norm_star, hc] at h1
    calc ‖pairOverlap C x x‖
        = (weight x)⁻¹ * ‖pairOverlap C x x‖ * weight x := by
          rw [mul_right_comm, inv_mul_cancel₀ hpos.ne', one_mul]
      _ ≤ m * weight x := mul_le_mul_of_nonneg_right h1 hpos.le

/-- For a symmetric pair function, a bound on the overlaps with doubly occupied normalised
orbitals also bounds the overlaps with any two normalised orbitals. -/
theorem pairOverlap_le {C : Matrix n n 𝕜} (hC : C.IsSymm) {m : ℝ}
    (h : ∀ w : n → 𝕜, weight w = 1 → ‖pairOverlap C w w‖ ≤ m)
    (u v : n → 𝕜) (hu : weight u = 1) (hv : weight v = 1) :
    ‖pairOverlap C u v‖ ≤ m := by
  -- parallelogram law for the orbital norms
  have hp : weight (u + v) + weight (u - v) = 2 * weight u + 2 * weight v := by
    simp only [weight, Finset.mul_sum, ← Finset.sum_add_distrib]
    refine sum_congr rfl fun i _ => ?_
    simp only [Pi.add_apply, Pi.sub_apply]
    linear_combination parallelogram_law_with_norm 𝕜 (u i) (v i)
  have h4 : ‖(4 : 𝕜)‖ = 4 := by simp
  have hn : 4 * ‖pairOverlap C u v‖ ≤ m * weight (u + v) + m * weight (u - v) := by
    rw [← h4, ← norm_mul, pairOverlap_polarization hC]
    exact (norm_sub_le _ _).trans
      (add_le_add (closedShell_bound h _) (closedShell_bound h _))
  rw [← mul_add, hp, hu, hv] at hn
  linarith

/-- Different orbitals for different spins never improve on the best closed-shell overlap with a
singlet state: a bound on the overlaps of all closed-shell determinants built from normalised
orbitals holds for all determinants with one electron of each spin in normalised orbitals. -/
theorem different_orbitals_never_improve {C : Matrix n n 𝕜} (hC : C.IsSymm) {m : ℝ}
    (h : ∀ w : n → 𝕜, weight w = 1 → ‖detOverlap C w w‖ ≤ m)
    (u v : n → 𝕜) (hu : weight u = 1) (hv : weight v = 1) :
    ‖detOverlap C u v‖ ≤ m := by
  simp only [detOverlap_eq_pairOverlap hC] at h ⊢
  exact pairOverlap_le hC h u v hu hv

/-- For a nonempty basis, some closed-shell determinant with a normalised orbital has the largest
overlap in modulus with the singlet state among all determinants with one electron of each spin in
normalised orbitals. -/
theorem exists_optimal_closedShell [Nonempty n] {C : Matrix n n 𝕜} (hC : C.IsSymm) :
    ∃ w : n → 𝕜, weight w = 1 ∧ ∀ u v : n → 𝕜, weight u = 1 → weight v = 1 →
      ‖detOverlap C u v‖ ≤ ‖detOverlap C w w‖ := by
  classical
  have : ProperSpace (n → 𝕜) := FiniteDimensional.proper_rclike 𝕜 (n → 𝕜)
  have hcw : Continuous (weight : (n → 𝕜) → ℝ) := by
    unfold weight
    fun_prop
  have hco : Continuous fun w : n → 𝕜 => ‖pairOverlap C w w‖ := by
    unfold pairOverlap
    fun_prop
  -- the normalised orbitals form a compact set
  have hK : IsCompact {w : n → 𝕜 | weight w = 1} := by
    refine Metric.isCompact_of_isClosed_isBounded (isClosed_eq hcw continuous_const)
      ((Metric.isBounded_closedBall (x := (0 : n → 𝕜)) (r := 1)).subset fun w hw => ?_)
    rw [mem_closedBall_zero_iff, pi_norm_le_iff_of_nonneg zero_le_one]
    intro i
    have h1 : ‖w i‖ ^ 2 ≤ weight w :=
      single_le_sum (f := fun i => ‖w i‖ ^ 2) (fun i _ => sq_nonneg ‖w i‖) (mem_univ i)
    have h2 : weight w = 1 := hw
    nlinarith [norm_nonneg (w i)]
  have hne : {w : n → 𝕜 | weight w = 1}.Nonempty := by
    obtain ⟨i⟩ := ‹Nonempty n›
    refine ⟨Pi.single i 1, ?_⟩
    change ∑ j, ‖(Pi.single i 1 : n → 𝕜) j‖ ^ 2 = 1
    rw [Finset.sum_eq_single i]
    · simp
    · intro j _ hj
      simp [hj]
    · simp
  obtain ⟨w, hw, hmax⟩ := hK.exists_isMaxOn hne hco.continuousOn
  refine ⟨w, hw, fun u v hu hv => ?_⟩
  simp only [detOverlap_eq_pairOverlap hC]
  exact pairOverlap_le hC (fun x hx => hmax hx) u v hu hv

/-- For the antisymmetric matrix `[[0,1],[-1,0]]` the value of `pairOverlap` is bounded by zero in
modulus when both orbitals are the same normalised real orbital, yet it is one for two different
normalised orbitals. -/
theorem antisymmetric_counterexample :
    (∀ w : Fin 2 → ℝ, weight w = 1 → ‖pairOverlap !![0, 1; -1, 0] w w‖ ≤ 0) ∧
      weight (![1, 0] : Fin 2 → ℝ) = 1 ∧ weight (![0, 1] : Fin 2 → ℝ) = 1 ∧
      pairOverlap !![0, 1; -1, 0] (![1, 0] : Fin 2 → ℝ) ![0, 1] = 1 := by
  refine ⟨fun w _ => ?_, ?_, ?_, ?_⟩
  · have h : pairOverlap !![0, 1; -1, 0] w w = 0 := by
      simp [pairOverlap, Fin.sum_univ_two]
      ring
    rw [h, norm_zero]
  · simp [weight, Fin.sum_univ_two]
  · simp [weight, Fin.sum_univ_two]
  · simp [pairOverlap, Fin.sum_univ_two]

end

end TwoElectronOptimalReference
```

```lean
#print axioms TwoElectronOptimalReference.different_orbitals_never_improve
#print axioms TwoElectronOptimalReference.exists_optimal_closedShell
#print axioms TwoElectronOptimalReference.antisymmetric_counterexample
```

```
'TwoElectronOptimalReference.different_orbitals_never_improve' depends on axioms: [propext, Classical.choice, Quot.sound]
'TwoElectronOptimalReference.exists_optimal_closedShell' depends on axioms: [propext, Classical.choice, Quot.sound]
'TwoElectronOptimalReference.antisymmetric_counterexample' depends on axioms: [propext, Classical.choice, Quot.sound]
```

## How the proof follows the derivation

**Spin summation.** In `detOverlap_eq_pairOverlap`, the intermediate result `key` is the formula with $\tfrac12[B(u,v)+B(v,u)]$. The simplifier splits the sums over spin and removes the up-up and down-down terms, and `linear_combination` inserts $(1/\sqrt2)^2=\tfrac12$. The lemma `pairOverlap_swap`, which exchanges the two summations and uses the symmetry of `C`, then merges the two terms.

**Polarisation.** `pairOverlap_polarization` expands the overlaps of `u + v` and `u - v` term by term, where `ring` does the cancellation. It calls `pairOverlap_swap` once, and this is the point at which the antisymmetric example fails.

**Rescaling.** `closedShell_bound` treats zero and nonzero weight separately. In the first case every coefficient vanishes, hence so does the orbital; this case does occur, since $u-v=0$ when the two orbitals coincide. In the second, `c` is a scalar with $|c|^2=1/\|x\|^2$, `hw` and `ho` are the scaling rules for the weight and the overlap, and the closing `calc` multiplies back by the weight.

**The bound.** In `pairOverlap_le`, `hp` is the parallelogram law, obtained by summing the law for each pair of coefficients. The inequality `hn` combines polarisation, the triangle inequality `norm_sub_le` and two uses of `closedShell_bound`. Inserting the unit weights leaves $4|B(u,v)|\le4m$, up to arrangement, and `linarith` finishes. The theorem `different_orbitals_never_improve` translates this result to determinants.

**The maximum.** `exists_optimal_closedShell` shows that the set of normalised orbitals is compact and nonempty. Closedness comes from the continuity of `weight`, boundedness from $|w_i|^2\le\|w\|^2=1$, and a single basis orbital provides an element. `exists_isMaxOn` then supplies the maximiser `w`, and `pairOverlap_le` is applied with its overlap as the bound.

**The counterexample.** The four parts of `antisymmetric_counterexample` are explicit sums over two indices: the vanishing closed-shell overlap, the two unit weights and the mixed overlap of one.
